# Exponential decay and insensitivity of $(H^2)^{-1}$ for gapped nearest-neighbour Hamiltonians on finite graphs

Let $H$ be a Hermitian nearest-neighbour Hamiltonian on a finite connected graph, with no energies in a window around zero. The entries of $(H^2)^{-1}$ between two sites then obey a bound that falls exponentially with their distance. If $H$ is altered only far from a site $x$, and the altered Hamiltonian keeps its energies within the same limits, row $x$ of $(H^2)^{-1}$ changes by an exponentially small amount.

For non-interacting electrons on a finite lattice, $(H^2)^{-1}$ is the square of the zero-energy Green's function $(0-H)^{-1}$, so the second bound limits how strongly distant parts of a simulated cluster affect this quantity at $x$.

## The lattice model and its truncated series

The sites form a finite set $V$, and $H$ is a complex matrix indexed by $V$. There is one amplitude per vertex, so several orbitals on an atom need separate vertices.

```lean
import Mathlib

open Matrix

namespace GappedBulk

noncomputable section

variable {V : Type*} [Fintype V] [DecidableEq V]
```

`NearestNeighbour` allows on-site terms and hopping along bonds, and nothing else.

```lean
/-- The matrix couples only equal or adjacent sites of the graph. -/
def NearestNeighbour (G : SimpleGraph V) (H : Matrix V V ℂ) : Prop :=
  ∀ x y, x ≠ y → ¬ G.Adj x y → H x y = 0
```

Distance, `G.dist`, is the smallest number of bonds on a path between two sites; Mathlib sets it to 0 if no path joins them, which cannot happen on a connected graph. A matrix has range $R$ if its entries vanish beyond distance $R$.

```lean
/-- All entries between sites with `G.dist` greater than `R` vanish. (`G.dist` is 0 between sites
that no path joins, so such entries are not restricted.) -/
def FiniteRange (G : SimpleGraph V) (R : ℕ) (A : Matrix V V ℂ) : Prop :=
  ∀ x y, R < G.dist x y → A x y = 0
```

For a complex matrix $U$ indexed by $V$ and real numbers $d_i$, write $F(d)=U\,\mathrm{diag}(d)\,U^\dagger$. In Lean, $U^\dagger$ is `star U`.

```lean
/-- The matrix `U diag(d) U†` with real diagonal `d`. -/
def spectralForm (U : Matrix V V ℂ) (d : V → ℝ) : Matrix V V ℂ :=
  U * diagonal (fun i => (d i : ℂ)) * star U
```

The gap condition is $a\le E_i^2\le b$ with $a>0$, for every eigenvalue $E_i$ of $H$. Note that $a$ and $b$ limit squared energies: the gap reaches at least from $-\sqrt a$ to $\sqrt a$, and all energies lie between $-\sqrt b$ and $\sqrt b$. Define
$$T=1-\frac{2}{a+b}H^2 .$$

```lean
/-- The residual `T = 1 - 2 H² / (b + a)`, for `b + a ≠ 0`. -/
def residual (a b : ℝ) (H : Matrix V V ℂ) : Matrix V V ℂ :=
  1 - ((2 / (b + a) : ℝ) : ℂ) • H ^ 2
```

The truncated Neumann series is
$$N_m=\frac{2}{a+b}\sum_{k=0}^{m-1}T^k .$$

```lean
/-- The Neumann sum `2 / (b + a) * (1 + T + ... + T^(m-1))` of the residual `T`,
for `b + a ≠ 0`. -/
def neumannSum (a b : ℝ) (H : Matrix V V ℂ) (m : ℕ) : Matrix V V ℂ :=
  ((2 / (b + a) : ℝ) : ℂ) • ∑ k ∈ Finset.range m, residual a b H ^ k
```

The condition concerns all energies of the finite matrix. An open topological sample can have edge states inside the bulk gap. These can force a smaller $a$, which weakens the bounds, and a state at exactly zero energy rules the condition out. Periodic boundaries can avoid this.

## (a) Products in a common eigenbasis

**Task.** For $U^\dagger U=1$, show that
$$F(d)\,F(e)=F(de),\qquad (de)_i=d_ie_i .$$

**Solution.** The inner factor $U^\dagger U$ in $U\,\mathrm{diag}(d)\,U^\dagger U\,\mathrm{diag}(e)\,U^\dagger$ is the identity, and the diagonal matrices multiply entry by entry. The `calc` block regroups the product to expose this factor.

```lean
/-- Matrices diagonal in the same orthonormal basis multiply eigenvalue by eigenvalue. -/
theorem spectralForm_mul {U : Matrix V V ℂ} (hU : star U * U = 1) (d e : V → ℝ) :
    spectralForm U d * spectralForm U e = spectralForm U (fun i => d i * e i) := by
  have hd : diagonal (fun i => ((d i * e i : ℝ) : ℂ)) =
      diagonal (fun i => (d i : ℂ)) * diagonal (fun i => (e i : ℂ)) := by
    simp [Matrix.diagonal_mul_diagonal]
  unfold spectralForm
  rw [hd]
  calc _ = U * diagonal (fun i => (d i : ℂ)) * (star U * U) *
        diagonal (fun i => (e i : ℂ)) * star U := by simp only [mul_assoc]
    _ = _ := by rw [hU, mul_one]; simp only [mul_assoc]
```

## (b) From eigenvalues to site entries

**Task.** Let $UU^\dagger=1$ and $|d_i|\le C$ for all $i$. Show that
$$|F(d)_{xy}|\le C .$$

**Solution.** Expand the entry and use $pq\le(p^2+q^2)/2$:
$$|F(d)_{xy}|=\Big|\sum_i U_{xi}\,d_i\,\overline{U_{yi}}\Big|\le C\sum_i\frac{|U_{xi}|^2+|U_{yi}|^2}{2}=C .$$
The last equality holds because the rows of $U$ are normalised. This is `hrow`, read off the diagonal of $UU^\dagger=1$; `hentry` is the expansion.

```lean
/-- If `U` is unitary and all `|d i|` are at most `C`, every entry of `U diag(d) U†`
has modulus at most `C`. -/
theorem norm_entry_le {U : Matrix V V ℂ} (hU : U * star U = 1) {d : V → ℝ} {C : ℝ}
    (hd : ∀ i, |d i| ≤ C) (x y : V) : ‖spectralForm U d x y‖ ≤ C := by
  have hC : 0 ≤ C := (abs_nonneg _).trans (hd x)
  -- the rows of a unitary matrix are normalised
  have hrow : ∀ z, ∑ i, ‖U z i‖ ^ 2 = 1 := by
    intro z
    have h := congrFun (congrFun hU z) z
    rw [Matrix.mul_apply] at h
    simp only [Matrix.star_apply, Matrix.one_apply_eq, Complex.star_def,
      Complex.mul_conj, Complex.normSq_eq_norm_sq] at h
    exact_mod_cast h
  have hentry : spectralForm U d x y = ∑ i, U x i * (d i : ℂ) * star (U y i) := by
    unfold spectralForm
    rw [Matrix.mul_apply]
    simp only [Matrix.mul_diagonal, Matrix.star_apply]
  rw [hentry]
  calc _ ≤ ∑ i, ‖U x i * (d i : ℂ) * star (U y i)‖ := norm_sum_le _ _
    _ ≤ ∑ i, C * ((‖U x i‖ ^ 2 + ‖U y i‖ ^ 2) / 2) := by
        refine Finset.sum_le_sum fun i _ => ?_
        rw [norm_mul, norm_mul, norm_star, Complex.norm_real, Real.norm_eq_abs]
        have h1 : ‖U x i‖ * ‖U y i‖ ≤ (‖U x i‖ ^ 2 + ‖U y i‖ ^ 2) / 2 := by
          nlinarith [sq_nonneg (‖U x i‖ - ‖U y i‖)]
        calc _ = |d i| * (‖U x i‖ * ‖U y i‖) := by ring
          _ ≤ _ := mul_le_mul (hd i) h1 (by positivity) hC
    _ = C := by
        rw [← Finset.mul_sum, ← Finset.sum_div, Finset.sum_add_distrib, hrow, hrow]
        ring
```

## (c) Error of the truncated series

**Task.** Let $H$ be Hermitian and $r=(b-a)/(b+a)$. Show that the gap condition gives
$$\big|\big((H^2)^{-1}-N_m\big)_{xy}\big|\le\frac{r^m}{a}.$$

**Solution.** Diagonalise $H=F(E)$ with a unitary $U$. By (a), $H^2=F(E^2)$. Since $E_i^2\ge a>0$, its inverse exists and equals $F(1/E^2)$. From $\frac{2}{a+b}H^2=1-T$,
$$H^2N_m=(1-T)\sum_{k=0}^{m-1}T^k=1-T^m .$$
Multiplying by $(H^2)^{-1}$ gives
$$(H^2)^{-1}-N_m=(H^2)^{-1}T^m .$$
The eigenvalues of $T$ are
$$t_i=\frac{a+b-2E_i^2}{a+b},\qquad |t_i|\le r .$$
The remainder is thus $F(t^m/E^2)$, whose eigenvalues are at most $r^m/a$ in modulus, and (b) finishes the argument.

In Lean, `hS` is the geometric sum, `hrem` the remainder, `hT` and `hpow` diagonalise $T^m$, and `hb` is the bound on $t_i$. The eigenvalues are Mathlib's `hH.eigenvalues`, and no graph enters.

```lean
/-- If every energy of the Hermitian matrix `H` obeys `a ≤ E² ≤ b` with `a > 0`, the Neumann
sum with `m` terms gives each entry of `(H²)⁻¹` to within `((b - a)/(b + a))^m / a`. -/
theorem neumann_error {H : Matrix V V ℂ} (hH : H.IsHermitian) {a b : ℝ} (ha : 0 < a)
    (hgap : ∀ i, hH.eigenvalues i ^ 2 ∈ Set.Icc a b) (m : ℕ) (x y : V) :
    ‖((H ^ 2)⁻¹ - neumannSum a b H m) x y‖ ≤ ((b - a) / (b + a)) ^ m / a := by
  obtain ⟨U, E, h1, h2, hE, hHE⟩ : ∃ (U : Matrix V V ℂ) (E : V → ℝ), star U * U = 1 ∧
      U * star U = 1 ∧ (∀ i, E i ^ 2 ∈ Set.Icc a b) ∧ H = spectralForm U E := by
    have hU := Matrix.mem_unitaryGroup_iff.mp hH.eigenvectorUnitary.2
    refine ⟨hH.eigenvectorUnitary, hH.eigenvalues, mul_eq_one_comm.mp hU, hU, hgap, ?_⟩
    have h := hH.spectral_theorem
    rw [Unitary.conjStarAlgAut_apply] at h
    exact h
  have hs : ∀ i, 0 < E i ^ 2 := fun i => ha.trans_le (hE i).1
  have hone : spectralForm U (fun _ => 1) = 1 := by simp [spectralForm, h2]
  have hH2 : H ^ 2 = spectralForm U (fun i => E i ^ 2) := by
    rw [hHE, pow_two, spectralForm_mul h1]
    simp only [pow_two]
  have hr : H ^ 2 * spectralForm U (fun i => (E i ^ 2)⁻¹) = 1 := by
    have h : (fun i => E i ^ 2 * (E i ^ 2)⁻¹) = fun _ => (1 : ℝ) :=
      funext fun i => mul_inv_cancel₀ (hs i).ne'
    rw [hH2, spectralForm_mul h1, h, hone]
  have hinv := Matrix.inv_eq_right_inv hr
  have hl : (H ^ 2)⁻¹ * H ^ 2 = 1 := by
    rw [hinv]
    exact mul_eq_one_comm.mp hr
  -- the geometric sum leaves the exact remainder `(H²)⁻¹ T^m`
  have hS : H ^ 2 * neumannSum a b H m = 1 - residual a b H ^ m := by
    have hc : ((2 / (b + a) : ℝ) : ℂ) • H ^ 2 = 1 - residual a b H := by
      unfold residual
      exact (sub_sub_cancel _ _).symm
    rw [neumannSum, Matrix.mul_smul, ← Matrix.smul_mul, hc, mul_neg_geom_sum]
  have hrem : (H ^ 2)⁻¹ - neumannSum a b H m = (H ^ 2)⁻¹ * residual a b H ^ m := by
    calc _ = (H ^ 2)⁻¹ - (H ^ 2)⁻¹ * H ^ 2 * neumannSum a b H m := by rw [hl, one_mul]
      _ = (H ^ 2)⁻¹ * (1 - H ^ 2 * neumannSum a b H m) := by
          rw [mul_sub, mul_one, mul_assoc]
      _ = _ := by rw [hS, sub_sub_cancel]
  have hT : residual a b H = spectralForm U (fun i => 1 - 2 / (b + a) * E i ^ 2) := by
    have hd : diagonal (fun i => ((1 - 2 / (b + a) * E i ^ 2 : ℝ) : ℂ)) =
        1 - ((2 / (b + a) : ℝ) : ℂ) • diagonal (fun i => ((E i ^ 2 : ℝ) : ℂ)) := by
      ext i j
      by_cases h : i = j
      · subst h
        simp
      · simp [h]
    rw [residual, hH2]
    unfold spectralForm
    rw [hd]
    simp only [mul_sub, sub_mul, mul_one, h2, Matrix.mul_smul, Matrix.smul_mul]
  have hpow : ∀ (d : V → ℝ) (k : ℕ),
      spectralForm U d ^ k = spectralForm U (fun i => d i ^ k) := by
    intro d k
    induction k with
    | zero => simp only [pow_zero, hone]
    | succ k ih =>
      rw [pow_succ, ih, spectralForm_mul h1]
      simp only [pow_succ]
  rw [hrem, hinv, hT, hpow, spectralForm_mul h1]
  refine norm_entry_le h2 (fun i => ?_) x y
  -- on the spectrum the residual is at most `(b - a)/(b + a)`
  obtain ⟨hlo, hhi⟩ := hE i
  have hab : 0 < b + a := by linarith
  have hb : |1 - 2 / (b + a) * E i ^ 2| ≤ (b - a) / (b + a) := by
    have h : 1 - 2 / (b + a) * E i ^ 2 = (b + a - 2 * E i ^ 2) / (b + a) := by
      rw [sub_div, div_self hab.ne']
      ring
    rw [h, abs_div, abs_of_pos hab]
    exact div_le_div_of_nonneg_right (abs_le.mpr ⟨by linarith, by linarith⟩) hab.le
  rw [abs_mul, abs_pow, abs_of_pos (inv_pos.mpr (hs i))]
  calc _ ≤ a⁻¹ * ((b - a) / (b + a)) ^ m :=
        mul_le_mul (inv_anti₀ ha hlo) (pow_le_pow_left₀ (abs_nonneg _) hb m)
          (by positivity) (by positivity)
    _ = _ := by ring
```

## (d) Ranges under multiplication

**Task.** On a connected graph, let $A$ have range $R$ and $B$ range $S$. Show that
$$(AB)_{xy}=0\quad\text{if } \mathrm{dist}(x,y)>R+S .$$

**Solution.** In $\sum_u A_{xu}B_{uy}$, the triangle inequality forces $\mathrm{dist}(x,u)>R$ or $\mathrm{dist}(u,y)>S$, so every term vanishes. The `by_cases` step separates these two possibilities.

```lean
omit [DecidableEq V] in
/-- On a connected graph hopping ranges add under matrix multiplication. -/
theorem FiniteRange.mul {G : SimpleGraph V} (hG : G.Connected) {R S : ℕ}
    {A B : Matrix V V ℂ} (hA : FiniteRange G R A) (hB : FiniteRange G S B) :
    FiniteRange G (R + S) (A * B) := by
  intro x y hxy
  rw [Matrix.mul_apply]
  refine Finset.sum_eq_zero fun u _ => ?_
  have ht : G.dist x y ≤ G.dist x u + G.dist u y := hG.dist_triangle
  by_cases h : R < G.dist x u
  · rw [hA x u h, zero_mul]
  · rw [hB u y (by omega), mul_zero]
```

## (e) The range of the Hamiltonian

**Task.** Show that a nearest-neighbour $H$ satisfies
$$H_{xy}=0\quad\text{if } \mathrm{dist}(x,y)>1 .$$

**Solution.** Equal sites have distance 0 and adjacent sites distance 1. Sites further apart are neither, so the definition gives zero.

```lean
omit [Fintype V] [DecidableEq V] in
/-- A nearest-neighbour matrix on a graph has range one. -/
theorem NearestNeighbour.finiteRange {G : SimpleGraph V} {H : Matrix V V ℂ}
    (hN : NearestNeighbour G H) : FiniteRange G 1 H := by
  intro x y hxy
  refine hN x y ?_ ?_
  · rintro rfl
    simp at hxy
  · intro h
    have h1 := SimpleGraph.dist_eq_one_iff_adj.mpr h
    omega
```

## (f) The range of the powers of $T$

**Task.** For a nearest-neighbour $H$ on a connected graph, show that
$$(T^k)_{xy}=0\quad\text{if } \mathrm{dist}(x,y)>2k .$$

**Solution.** By (d) and (e), $H^2$ has range 2, and so has $T$, because the identity has range 0. Each further factor of $T$ adds 2 to the range, which is the induction step in Lean.

```lean
/-- For a nearest-neighbour `H` on a connected graph, the `k`-th power of the residual
has range `2k`. -/
theorem residual_pow_range {G : SimpleGraph V} (hG : G.Connected) {H : Matrix V V ℂ}
    (hN : NearestNeighbour G H) (a b : ℝ) (k : ℕ) :
    FiniteRange G (2 * k) (residual a b H ^ k) := by
  have hone : ∀ x y : V, 0 < G.dist x y → (1 : Matrix V V ℂ) x y = 0 := by
    intro x y h
    refine Matrix.one_apply_ne ?_
    rintro rfl
    simp at h
  induction k with
  | zero =>
    intro x y h
    rw [pow_zero]
    exact hone x y (by omega)
  | succ k ih =>
    rw [pow_succ]
    refine FiniteRange.mul hG ih (S := 2) fun x y h => ?_
    have h2 := FiniteRange.mul hG hN.finiteRange hN.finiteRange x y h
    rw [residual, Matrix.sub_apply, Matrix.smul_apply, pow_two, h2,
      hone x y (by omega), smul_zero, sub_zero]
```

## (g) Decay of the inverse square

**Task.** For a Hermitian nearest-neighbour $H$ on a connected graph with the gap condition, show that
$$\big|(H^2)^{-1}_{xy}\big|\le\frac{r^m}{a}\quad\text{if } \mathrm{dist}(x,y)\ge 2m .$$

**Solution.** The powers in $N_m$ have $k\le m-1$, hence range at most $2m-2$. So $(N_m)_{xy}=0$, which is `h0`, and the error bound of (c) becomes a bound on the entry itself. For $m=0$ the sum is empty and the bound is $1/a$. Since $0\le r<1$, the bound decays with $m$.

```lean
/-- Let `H` be a Hermitian nearest-neighbour matrix on a finite connected graph whose energies
obey `a ≤ E² ≤ b` with `a > 0`. Then `|(H²)⁻¹_xy| ≤ ((b - a)/(b + a))^m / a` for sites at
distance at least `2m`. -/
theorem inverse_square_decay {G : SimpleGraph V} (hG : G.Connected) {H : Matrix V V ℂ}
    (hN : NearestNeighbour G H) (hH : H.IsHermitian) {a b : ℝ} (ha : 0 < a)
    (hgap : ∀ i, hH.eigenvalues i ^ 2 ∈ Set.Icc a b) {m : ℕ} {x y : V}
    (hxy : 2 * m ≤ G.dist x y) :
    ‖(H ^ 2)⁻¹ x y‖ ≤ ((b - a) / (b + a)) ^ m / a := by
  -- the Neumann sum does not reach from `x` to `y`
  have h0 : neumannSum a b H m x y = 0 := by
    rw [neumannSum, Matrix.smul_apply, Matrix.sum_apply, Finset.sum_eq_zero, smul_zero]
    intro k hk
    have hk' := Finset.mem_range.mp hk
    exact residual_pow_range hG hN a b k x y (by omega)
  have h := neumann_error hH ha hgap m x y
  rwa [Matrix.sub_apply, h0, sub_zero] at h
```

## (h) Products that share a row

**Task.** Let $A$ have range $R$ and the same row $x$ as $A'$. Let $B$ and $B'$ have equal rows at all sites within distance $R$ of $x$. Show that
$$(AB)_{xy}=(A'B')_{xy}\quad\text{for every } y .$$

**Solution.** Compare the sums over the intermediate site $u$. Within distance $R$ of $x$, both factors agree. Beyond it, $A_{xu}=A'_{xu}=0$.

```lean
omit [DecidableEq V] in
/-- If `A` has range `R` and shares its row `x` with `A'`, and `B`, `B'` share all rows within
distance `R` of `x`, then `A B` and `A' B'` share their row `x`. -/
theorem row_agree_mul {G : SimpleGraph V} {R : ℕ} {A A' B B' : Matrix V V ℂ} {x : V}
    (hR : FiniteRange G R A) (hA : ∀ u, A x u = A' x u)
    (hB : ∀ u, G.dist x u ≤ R → ∀ y, B u y = B' u y) (y : V) :
    (A * B) x y = (A' * B') x y := by
  rw [Matrix.mul_apply, Matrix.mul_apply]
  refine Finset.sum_congr rfl fun u _ => ?_
  by_cases h : G.dist x u ≤ R
  · rw [hA u, hB u h y]
  · rw [← hA u, hR x u (by omega), zero_mul, zero_mul]
```

## (i) Insensitivity to distant changes

**Task.** Let $H$ be as in (g), and let $H'$ be Hermitian with energies satisfying the same gap condition. Suppose that their rows agree at every site $u$ with $\mathrm{dist}(x,u)+2<2m$. Show that for every $y$
$$\big|(H^2)^{-1}_{xy}-(H'^2)^{-1}_{xy}\big|\le\frac{2r^m}{a}.$$

**Solution.** Let $T'$ and $N'_m$ be built from $H'$. First, $T^k$ and $T'^k$ share row $x$ for all $k<m$, by induction. For the step to $k+1<m$, (h) requires equal rows of $T$ and $T'$ within distance $2k$ of $x$. Applied to $H\cdot H$, (h) reduces this to equal rows of $H$ and $H'$ within distance $2k+1\le 2m-3$, which is assumed.

Hence $(N_m)_{xy}=(N'_m)_{xy}$, and
$$(H^2)^{-1}_{xy}-(H'^2)^{-1}_{xy}=\big((H^2)^{-1}-N_m\big)_{xy}-\big((H'^2)^{-1}-N'_m\big)_{xy}.$$
By (c), each term on the right is at most $r^m/a$ in modulus. In Lean these steps are `hp`, `hS` and `hsplit`. Away from $x$, $H'$ may contain hopping of any range.

```lean
/-- Let `H`, `H'` be Hermitian on a finite connected graph, `H` nearest-neighbour, all energies
of both obeying `a ≤ E² ≤ b` with `a > 0`. If their rows agree at all sites `u` with
`dist(x,u) + 2 < 2m`, row `x` of the inverse square changes by at most
`2 ((b - a)/(b + a))^m / a` per entry. -/
theorem bulk_insensitivity {G : SimpleGraph V} (hG : G.Connected) {H H' : Matrix V V ℂ}
    (hN : NearestNeighbour G H) (hH : H.IsHermitian) (hH' : H'.IsHermitian)
    {a b : ℝ} (ha : 0 < a) (hgap : ∀ i, hH.eigenvalues i ^ 2 ∈ Set.Icc a b)
    (hgap' : ∀ i, hH'.eigenvalues i ^ 2 ∈ Set.Icc a b) {m : ℕ} {x : V}
    (hagree : ∀ u, G.dist x u + 2 < 2 * m → ∀ v, H u v = H' u v) (y : V) :
    ‖(H ^ 2)⁻¹ x y - (H' ^ 2)⁻¹ x y‖ ≤ 2 * (((b - a) / (b + a)) ^ m / a) := by
  -- powers of the residual below the `m`-th see only the common region
  have hp : ∀ k, k < m → ∀ z, (residual a b H ^ k) x z = (residual a b H' ^ k) x z := by
    intro k
    induction k with
    | zero => intro _ z; rw [pow_zero, pow_zero]
    | succ k ih =>
      intro hk z
      rw [pow_succ, pow_succ]
      refine row_agree_mul (residual_pow_range hG hN a b k) (ih (by omega)) ?_ z
      intro u hu w
      have hsq : (H * H) u w = (H' * H') u w := by
        refine row_agree_mul hN.finiteRange (hagree u (by omega)) ?_ w
        intro v hv
        have ht : G.dist x v ≤ G.dist x u + G.dist u v := hG.dist_triangle
        exact hagree v (by omega)
      simp only [residual, Matrix.sub_apply, Matrix.smul_apply, pow_two, hsq]
  have hS : neumannSum a b H m x y = neumannSum a b H' m x y := by
    simp only [neumannSum, Matrix.smul_apply, Matrix.sum_apply]
    rw [Finset.sum_congr rfl fun k hk => hp k (Finset.mem_range.mp hk) y]
  have e1 := neumann_error hH ha hgap m x y
  have e2 := neumann_error hH' ha hgap' m x y
  have hsplit : (H ^ 2)⁻¹ x y - (H' ^ 2)⁻¹ x y =
      ((H ^ 2)⁻¹ - neumannSum a b H m) x y - ((H' ^ 2)⁻¹ - neumannSum a b H' m) x y := by
    rw [Matrix.sub_apply, Matrix.sub_apply, hS]
    ring
  rw [hsplit]
  refine (norm_sub_le _ _).trans ?_
  linarith

end

end GappedBulk
```

```lean
#print axioms GappedBulk.inverse_square_decay
#print axioms GappedBulk.bulk_insensitivity
```

```
'GappedBulk.inverse_square_decay' depends on axioms: [propext, Classical.choice, Quot.sound]
'GappedBulk.bulk_insensitivity' depends on axioms: [propext, Classical.choice, Quot.sound]
```
